# Magnetic dipole line strength of a one-electron fine-structure doublet: 2l(l+1)/(2l+1) for M = L + 2S

Let $L_0,L_1,L_2$ be complex matrices on an orbital space of dimension $d$, with $[L_0,L_1]=iL_2$ and its cyclic versions, $L^2=l(l+1)$ and $\hbar=1$; let $\sigma_k$ be the Pauli matrices, $S_k=\sigma_k/2$ and $X=\sum_k L_k\sigma_k$. The levels $j=l\pm\tfrac12$ have the operators $P_+=(l+1+X)/(2l+1)$ and $P_-=(l-X)/(2l+1)$, and the line strength for a moment $M_k=g_LL_k+g_SS_k$ is $\sum_k\mathrm{tr}(P_+M_kP_-M_k)$.

In Lean 4 with Mathlib:

```lean
import Mathlib

open Matrix Complex
open scoped Kronecker

namespace DoubletMagneticDipole

noncomputable section

variable {n : Type*} [Fintype n] [DecidableEq n]

/-- Operators on the space of an electron with orbital index `n` and spin one half. -/
abbrev Op (n : Type*) := Matrix (n × Fin 2) (n × Fin 2) ℂ

/-- The three Pauli matrices. -/
def pauli : Fin 3 → Matrix (Fin 2) (Fin 2) ℂ :=
  ![!![0, 1; 1, 0], !![0, -I; I, 0], !![1, 0; 0, -1]]

/-- An orbital operator acting on the electron space, leaving the spin alone. -/
def orb (A : Matrix n n ℂ) : Op n := A ⊗ₖ (1 : Matrix (Fin 2) (Fin 2) ℂ)

/-- A Pauli matrix acting on the electron space, leaving the orbital part alone. -/
def sig (k : Fin 3) : Op n := (1 : Matrix n n ℂ) ⊗ₖ pauli k

/-- The angular momentum relations `[L₀, L₁] = i L₂` (cyclic) and `L² = l(l+1)`. -/
structure IsAngularMomentum (L : Fin 3 → Matrix n n ℂ) (l : ℕ) : Prop where
  comm01 : L 0 * L 1 - L 1 * L 0 = I • L 2
  comm12 : L 1 * L 2 - L 2 * L 1 = I • L 0
  comm20 : L 2 * L 0 - L 0 * L 2 = I • L 1
  casimir : L 0 * L 0 + L 1 * L 1 + L 2 * L 2 = ((l : ℂ) * (l + 1)) • (1 : Matrix n n ℂ)

/-- The spin-orbit operator `X = L·σ`. -/
def spinOrbit (L : Fin 3 → Matrix n n ℂ) : Op n :=
  orb (L 0) * sig 0 + orb (L 1) * sig 1 + orb (L 2) * sig 2

/-- The operator `P₊ = (l + 1 + X)/(2l + 1)` of the upper level `j = l + 1/2`. -/
def upper (L : Fin 3 → Matrix n n ℂ) (l : ℕ) : Op n :=
  (1 / (2 * (l : ℂ) + 1)) • (((l : ℂ) + 1) • (1 : Op n) + spinOrbit L)

/-- The operator `P₋ = (l - X)/(2l + 1)` of the lower level `j = l - 1/2`. -/
def lower (L : Fin 3 → Matrix n n ℂ) (l : ℕ) : Op n :=
  (1 / (2 * (l : ℂ) + 1)) • ((l : ℂ) • (1 : Op n) - spinOrbit L)

/-- The magnetic moment `gL L + gS S` with `S = σ/2`, in units of the Bohr magneton
and up to sign. -/
def moment (gL gS : ℂ) (L : Fin 3 → Matrix n n ℂ) (k : Fin 3) : Op n :=
  gL • orb (L k) + (gS / 2) • sig k

/-- The magnetic dipole line strength `∑ₖ tr(P₊ Mₖ P₋ Mₖ)` between the two levels. -/
def lineStrength (gL gS : ℂ) (L : Fin 3 → Matrix n n ℂ) (l : ℕ) : ℂ :=
  ∑ k, Matrix.trace (upper L l * moment gL gS L k * lower L l * moment gL gS L k)

/-- The multiplication table of the Pauli operators on the electron space. -/
theorem sig_mul : (∀ k, (sig k * sig k : Op n) = 1) ∧
    (sig 0 * sig 1 : Op n) = I • sig 2 ∧ (sig 1 * sig 2 : Op n) = I • sig 0 ∧
    (sig 2 * sig 0 : Op n) = I • sig 1 ∧ (sig 1 * sig 0 : Op n) = (-I) • sig 2 ∧
    (sig 2 * sig 1 : Op n) = (-I) • sig 0 ∧ (sig 0 * sig 2 : Op n) = (-I) • sig 1 := by
  have lift : ∀ (i j k : Fin 3) (z : ℂ), pauli i * pauli j = z • pauli k →
      (sig i * sig j : Op n) = z • sig k := by
    intro i j k z h
    simp only [sig, ← Matrix.mul_kronecker_mul, Matrix.one_mul, h, Matrix.kronecker_smul]
  refine ⟨fun k => ?_, lift _ _ _ _ ?_, lift _ _ _ _ ?_, lift _ _ _ _ ?_,
    lift _ _ _ _ ?_, lift _ _ _ _ ?_, lift _ _ _ _ ?_⟩
  · have h : pauli k * pauli k = 1 := by
      fin_cases k <;> ext i j <;> fin_cases i <;> fin_cases j <;>
        simp [pauli, Matrix.mul_apply, Fin.sum_univ_succ]
    simp only [sig, ← Matrix.mul_kronecker_mul, Matrix.one_mul, h, Matrix.one_kronecker_one]
  all_goals
    ext i j
    fin_cases i <;> fin_cases j <;> simp [pauli, Matrix.mul_apply, Fin.sum_univ_succ]

/-- Spin operators commute with orbital operators. -/
theorem sig_comm_orb (k : Fin 3) (A : Matrix n n ℂ) : sig k * orb A = orb A * sig k := by
  simp only [sig, orb, ← Matrix.mul_kronecker_mul, Matrix.one_mul, Matrix.mul_one]

/-- The orbital angular momentum relations persist on the space with spin. -/
theorem orb_isAngularMomentum {L : Fin 3 → Matrix n n ℂ} {l : ℕ}
    (h : IsAngularMomentum L l) : IsAngularMomentum (fun k => orb (L k)) l := by
  have hm : ∀ A B : Matrix n n ℂ, orb A * orb B = orb (A * B) := by
    intro A B
    simp only [orb, ← Matrix.mul_kronecker_mul, Matrix.one_mul]
  have hs : ∀ A B : Matrix n n ℂ, orb A - orb B = orb (A - B) := by
    intro A B
    ext i j
    simp only [orb, Matrix.kroneckerMap_apply, Matrix.sub_apply, sub_mul]
  have ha : ∀ A B : Matrix n n ℂ, orb A + orb B = orb (A + B) := by
    intro A B
    simp only [orb, Matrix.add_kronecker]
  have hc : ∀ (z : ℂ) (A : Matrix n n ℂ), orb (z • A) = z • orb A := by
    intro z A
    simp only [orb, Matrix.smul_kronecker]
  have h1 : orb (1 : Matrix n n ℂ) = 1 := by
    simp only [orb, Matrix.one_kronecker_one]
  constructor
  · simp only [hm, hs, h.comm01, hc]
  · simp only [hm, hs, h.comm12, hc]
  · simp only [hm, hs, h.comm20, hc]
  · simp only [hm, ha, h.casimir, hc, h1]

/-- The spin-orbit operator satisfies `X² = l(l+1) - X`. -/
theorem spinOrbit_sq {L : Fin 3 → Matrix n n ℂ} {l : ℕ} (h : IsAngularMomentum L l) :
    spinOrbit L * spinOrbit L = ((l : ℂ) * (l + 1)) • (1 : Op n) - spinOrbit L := by
  obtain ⟨c01, c12, c20, cas⟩ := orb_isAngularMomentum h
  obtain ⟨sq, s01, s12, s20, s10, s21, s02⟩ := sig_mul (n := n)
  have e : ∀ i j : Fin 3, orb (L i) * sig i * (orb (L j) * sig j)
      = orb (L i) * orb (L j) * (sig i * sig j) := by
    intro i j
    calc _ = orb (L i) * (sig i * orb (L j)) * sig j := by simp only [mul_assoc]
      _ = _ := by rw [sig_comm_orb]; simp only [mul_assoc]
  -- the symmetric part is `L²`, the antisymmetric part holds the commutators
  calc spinOrbit L * spinOrbit L
      = (orb (L 0) * orb (L 0) + orb (L 1) * orb (L 1) + orb (L 2) * orb (L 2))
        + I • ((orb (L 0) * orb (L 1) - orb (L 1) * orb (L 0)) * sig 2)
        + I • ((orb (L 1) * orb (L 2) - orb (L 2) * orb (L 1)) * sig 0)
        + I • ((orb (L 2) * orb (L 0) - orb (L 0) * orb (L 2)) * sig 1) := by
        simp only [spinOrbit, mul_add, add_mul, e, sq, s01, s12, s20, s10, s21, s02,
          mul_smul_comm, mul_one, sub_mul]
        module
    _ = _ := by
        rw [c01, c12, c20, cas]
        simp only [smul_mul_assoc, smul_smul, I_mul_I, spinOrbit]
        module

/-- Each component of the total angular momentum `J = L + σ/2` commutes with `L·σ`. -/
theorem total_comm_spinOrbit {L : Fin 3 → Matrix n n ℂ} {l : ℕ}
    (h : IsAngularMomentum L l) (k : Fin 3) :
    Commute (orb (L k) + (1 / 2 : ℂ) • sig k) (spinOrbit L) := by
  obtain ⟨c01, c12, c20, -⟩ := orb_isAngularMomentum h
  obtain ⟨-, s01, s12, s20, s10, s21, s02⟩ := sig_mul (n := n)
  have key : ∀ a b c s t u : Op n, s * a = a * s → s * b = b * s → s * c = c * s →
      t * a = a * t → u * a = a * u → a * b - b * a = I • c → c * a - a * c = I • b →
      s * t - t * s = (2 * I) • u → u * s - s * u = (2 * I) • t →
      Commute (a + (1 / 2 : ℂ) • s) (a * s + b * t + c * u) := by
    intro a b c s t u sa sb sc ta ua hab hca hst hus
    have h1 : a * (a * s + b * t + c * u) - (a * s + b * t + c * u) * a
        = (a * b - b * a) * t - (c * a - a * c) * u := by
      linear_combination (norm := noncomm_ring) -(a * sa) - b * ta - c * ua
    have h2 : s * (a * s + b * t + c * u) - (a * s + b * t + c * u) * s
        = b * (s * t - t * s) - c * (u * s - s * u) := by
      linear_combination (norm := noncomm_ring) sa * s + sb * t + sc * u
    rw [hab, hca, smul_mul_assoc, smul_mul_assoc] at h1
    rw [hst, hus, mul_smul_comm, mul_smul_comm] at h2
    -- the orbital and spin torques cancel
    change _ * _ = _ * _
    generalize a * s + b * t + c * u = X at h1 h2 ⊢
    rw [add_mul, mul_add, smul_mul_assoc, mul_smul_comm]
    linear_combination (norm := module) h1 + (1 / 2 : ℂ) • h2
  have d01 : (sig 0 * sig 1 - sig 1 * sig 0 : Op n) = (2 * I) • sig 2 := by
    rw [s01, s10]; module
  have d12 : (sig 1 * sig 2 - sig 2 * sig 1 : Op n) = (2 * I) • sig 0 := by
    rw [s12, s21]; module
  have d20 : (sig 2 * sig 0 - sig 0 * sig 2 : Op n) = (2 * I) • sig 1 := by
    rw [s20, s02]; module
  have x1 : spinOrbit L = orb (L 1) * sig 1 + orb (L 2) * sig 2 + orb (L 0) * sig 0 := by
    unfold spinOrbit; abel
  have x2 : spinOrbit L = orb (L 2) * sig 2 + orb (L 0) * sig 0 + orb (L 1) * sig 1 := by
    unfold spinOrbit; abel
  have c := sig_comm_orb (n := n)
  fin_cases k
  · exact key _ _ _ _ _ _ (c _ _) (c _ _) (c _ _) (c _ _) (c _ _) c01 c20 d01 d20
  · rw [x1]
    exact key _ _ _ _ _ _ (c _ _) (c _ _) (c _ _) (c _ _) (c _ _) c12 c01 d12 d01
  · rw [x2]
    exact key _ _ _ _ _ _ (c _ _) (c _ _) (c _ _) (c _ _) (c _ _) c20 c12 d20 d12

/-- Summing `σₖ X σₖ` over the three components reverses the sign of `X = L·σ`. -/
theorem spin_sandwich (L : Fin 3 → Matrix n n ℂ) :
    sig 0 * spinOrbit L * sig 0 + sig 1 * spinOrbit L * sig 1
      + sig 2 * spinOrbit L * sig 2 = -spinOrbit L := by
  obtain ⟨sq, s01, s12, s20, s10, s21, s02⟩ := sig_mul (n := n)
  have e : ∀ i j : Fin 3, sig i * (orb (L j) * sig j) * sig i
      = orb (L j) * (sig i * sig j * sig i) := by
    intro i j
    rw [← mul_assoc, sig_comm_orb]
    simp only [mul_assoc]
  simp only [spinOrbit, mul_add, add_mul, e, sq, s01, s12, s20, s10, s21, s02,
    smul_mul_assoc, mul_smul_comm, one_mul, smul_smul, neg_mul, mul_neg, I_mul_I]
  module

/-- In the trace for each component of the line strength, the moment can be replaced by `(gS - gL)
σ/2`. -/
theorem trace_moment_eq_trace_spin {L : Fin 3 → Matrix n n ℂ} {l : ℕ}
    (h : IsAngularMomentum L l) (gL gS : ℂ) (k : Fin 3) :
    Matrix.trace (upper L l * moment gL gS L k * lower L l * moment gL gS L k)
      = ((gS - gL) / 2) ^ 2 * Matrix.trace (upper L l * sig k * lower L l * sig k) := by
  have hJ := total_comm_spinOrbit h k
  have hP : Commute (orb (L k) + (1 / 2 : ℂ) • sig k) (upper L l) :=
    (((Commute.one_right _).smul_right _).add_right hJ).smul_right _
  have hQ : Commute (orb (L k) + (1 / 2 : ℂ) • sig k) (lower L l) :=
    (((Commute.one_right _).smul_right _).sub_right hJ).smul_right _
  have hPQ : upper L l * lower L l = 0 := by
    simp only [upper, lower, smul_mul_assoc, mul_smul_comm, add_mul, mul_sub, one_mul,
      mul_one, spinOrbit_sq h]
    module
  have hQP : lower L l * upper L l = 0 := by
    simp only [upper, lower, smul_mul_assoc, mul_smul_comm, sub_mul, mul_add, one_mul,
      mul_one, spinOrbit_sq h]
    module
  have hM : moment gL gS L k = gL • (orb (L k) + (1 / 2 : ℂ) • sig k)
      + ((gS - gL) / 2) • sig k := by
    unfold moment; module
  rw [hM]
  generalize orb (L k) + (1 / 2 : ℂ) • sig k = J at hP hQ ⊢
  generalize upper L l = P at *
  generalize lower L l = Q at *
  -- the conserved `J` has no matrix element between the levels
  have h1 : P * J * Q = 0 := by rw [← hP.eq, mul_assoc, hPQ, mul_zero]
  have h2 : Matrix.trace (P * sig k * Q * J) = 0 := by
    rw [mul_assoc (P * sig k) Q J, ← hQ.eq, ← mul_assoc, Matrix.trace_mul_comm,
      ← mul_assoc, ← mul_assoc, hQP, zero_mul, zero_mul, Matrix.trace_zero]
  simp only [mul_add, add_mul, mul_smul_comm, smul_mul_assoc, h1, smul_zero,
    zero_add, Matrix.trace_add, Matrix.trace_smul, h2, smul_eq_mul, mul_zero]
  ring

/-- The line strength for arbitrary orbital and spin g-factors and any matrices `L` that satisfy the
angular momentum relations with `L² = l(l+1)`. -/
theorem lineStrength_eq {L : Fin 3 → Matrix n n ℂ} {l : ℕ}
    (h : IsAngularMomentum L l) (gL gS : ℂ) :
    lineStrength gL gS L l
      = (gS - gL) ^ 2 * (2 * l * (l + 1) * Fintype.card n) / (2 * (l : ℂ) + 1) ^ 2 := by
  have sq := (sig_mul (n := n)).1
  have sand := spin_sandwich L
  -- `L·σ` is traceless, by the sandwich identity and cyclicity
  have htr : Matrix.trace (spinOrbit L) = 0 := by
    have cyc : ∀ k, Matrix.trace (sig k * spinOrbit L * sig k)
        = Matrix.trace (spinOrbit L) := by
      intro k
      rw [Matrix.trace_mul_comm, ← mul_assoc, sq, one_mul]
    have t := congrArg Matrix.trace sand
    simp only [Matrix.trace_add, Matrix.trace_neg, cyc] at t
    linear_combination t / 4
  have hQ : sig 0 * lower L l * sig 0 + sig 1 * lower L l * sig 1
      + sig 2 * lower L l * sig 2
      = (1 / (2 * (l : ℂ) + 1)) • ((3 * (l : ℂ)) • (1 : Op n) + spinOrbit L) := by
    simp only [lower, mul_smul_comm, smul_mul_assoc, mul_sub, sub_mul, mul_one, sq]
    linear_combination (norm := module) (-(1 / (2 * (l : ℂ) + 1))) • sand
  have hprod : upper L l * ((1 / (2 * (l : ℂ) + 1)) •
      ((3 * (l : ℂ)) • (1 : Op n) + spinOrbit L))
      = (1 / (2 * (l : ℂ) + 1)) ^ 2 •
        ((4 * (l : ℂ) * (l + 1)) • (1 : Op n) + (4 * (l : ℂ)) • spinOrbit L) := by
    simp only [upper, smul_mul_assoc, mul_smul_comm, add_mul, mul_add, one_mul, mul_one,
      spinOrbit_sq h]
    module
  have hsum : Matrix.trace (upper L l * sig 0 * lower L l * sig 0)
      + Matrix.trace (upper L l * sig 1 * lower L l * sig 1)
      + Matrix.trace (upper L l * sig 2 * lower L l * sig 2)
      = Matrix.trace (upper L l * (sig 0 * lower L l * sig 0
        + sig 1 * lower L l * sig 1 + sig 2 * lower L l * sig 2)) := by
    simp only [mul_add, Matrix.trace_add, mul_assoc]
  simp only [lineStrength, trace_moment_eq_trace_spin h]
  rw [← Finset.mul_sum, Fin.sum_univ_three, hsum, hQ, hprod]
  simp only [Matrix.trace_smul, Matrix.trace_add, htr, Matrix.trace_one, Fintype.card_prod,
    Fintype.card_fin, smul_eq_mul, Nat.cast_mul, Nat.cast_ofNat]
  simp only [div_eq_mul_inv, one_mul, inv_pow]
  generalize ((2 * (l : ℂ) + 1) ^ 2)⁻¹ = c
  ring

/-- The magnetic dipole line strength of a fine-structure doublet, with `M = L + 2S` on a
single shell of dimension `2l + 1`, is `2l(l+1)/(2l+1)`. -/
theorem doublet_line_strength {l : ℕ}
    {L : Fin 3 → Matrix (Fin (2 * l + 1)) (Fin (2 * l + 1)) ℂ}
    (h : IsAngularMomentum L l) :
    lineStrength 1 2 L l = 2 * l * (l + 1) / (2 * (l : ℂ) + 1) := by
  have h0 : 2 * (l : ℂ) + 1 ≠ 0 := by exact_mod_cast Nat.succ_ne_zero (2 * l)
  rw [lineStrength_eq h, Fintype.card_fin, div_eq_div_iff (pow_ne_zero 2 h0) h0]
  push_cast
  ring

/-- The orbital angular momentum matrices of a p shell in the Cartesian basis. -/
def pShell : Fin 3 → Matrix (Fin 3) (Fin 3) ℂ :=
  ![!![0, 0, 0; 0, 0, -I; 0, I, 0], !![0, 0, I; 0, 0, 0; -I, 0, 0],
    !![0, -I, 0; I, 0, 0; 0, 0, 0]]

/-- The p-shell matrices satisfy the angular momentum relations with `l = 1`, and their
doublet line strength is `4/3`. -/
theorem pShell_witness : IsAngularMomentum pShell 1 ∧ lineStrength 1 2 pShell 1 = 4 / 3 := by
  have h : IsAngularMomentum pShell 1 := by
    constructor <;> ext i j <;> fin_cases i <;> fin_cases j <;>
      simp [pShell]
  refine ⟨h, ?_⟩
  rw [lineStrength_eq h, Fintype.card_fin]
  norm_num

end

end DoubletMagneticDipole
```

```lean
#print axioms DoubletMagneticDipole.doublet_line_strength
```

```
'DoubletMagneticDipole.doublet_line_strength' depends on axioms: [propext, Classical.choice, Quot.sound]
```

## The line strength for general g-factors and for one shell

The theorem `lineStrength_eq` says that

$$\sum_k\mathrm{tr}(P_+M_kP_-M_k)=(g_S-g_L)^2\,\frac{2l(l+1)\,d}{(2l+1)^2}.$$

For $g_L=1$, $g_S=2$ and $d=2l+1$, `doublet_line_strength` reduces this to $2l(l+1)/(2l+1)$. For $l=0$ there is no lower level, and the value is zero.

In the code, `n` indexes the orbital basis and `n × Fin 2` adds the spin. The functions `orb` and `sig` place orbital and Pauli matrices on the joint space; `spinOrbit`, `upper`, `lower` and `moment` are $X$, $P_+$, $P_-$ and $M_k$. The hypothesis `IsAngularMomentum L l` contains the commutators and the value of $L^2$, which fixes the orbital quantum number. It is assumed for a general `L`; `pShell_witness` verifies it for the Cartesian p shell and finds the strength $4/3$.

## A magnetic dipole line within one configuration

The two levels have the same parity, so an electric dipole transition between them is forbidden, while a magnetic dipole transition is allowed. In this one-electron, single-shell model, the formula gives a reference value for the angular part of an atomic-structure calculation.

The strength is in units of $\mu_B^2$, and the overall sign of the moment drops out. The value $g_S=2$ is the Dirac value without radiative corrections; the general theorem accepts any $g_S$. Both levels share one radial function, and the model leaves out configuration mixing, relativistic corrections to the operator and the transition energy needed for a rate.

The code does not require the $L_k$ to be Hermitian. When they are, and the g-factors are real, the trace is the usual sum of squared matrix elements over all states of both levels. The strength could also have been defined as that sum, over coupled states $|j,m\rangle$. This would make it visible that the strength is not negative, but would bring in orthonormal bases of the two levels, usually written with Clebsch–Gordan coefficients; the value for a physical shell would be the same.

## The total angular momentum does not connect the levels

In $X^2$, the diagonal products give $L^2$, and the others give $i[L_0,L_1]\sigma_2$ plus cyclic terms, which sum to $-X$. Hence $X^2=l(l+1)-X$ (`spinOrbit_sq`), and

$$(l+1+X)(l-X)=l(l+1)-X-X^2=0.$$

So $P_+P_-=P_-P_+=0$. Since $P_++P_-=1$ by inspection, both are idempotent.

Next, $J_k=L_k+\sigma_k/2$ commutes with $X$. For $k=0$,

$$[L_0,X]=i(L_2\sigma_1-L_1\sigma_2),\qquad \tfrac12[\sigma_0,X]=i(L_1\sigma_2-L_2\sigma_1),$$

and these cancel. The proof of `total_comm_spinOrbit` does this once, in `key`, and applies it to the three cyclic orders.

Now write $M_k=g_LJ_k+\tfrac12(g_S-g_L)\sigma_k$. Because $J_k$ commutes with $P_\pm$, we have $P_+J_kP_-=J_kP_+P_-=0$. The remaining cross term vanishes by cyclicity:

$$\mathrm{tr}(P_+\sigma_kP_-J_k)=\mathrm{tr}(P_-P_+\sigma_kJ_k)=0.$$

This leaves $\tfrac14(g_S-g_L)^2\,\mathrm{tr}(P_+\sigma_kP_-\sigma_k)$, which is `trace_moment_eq_trace_spin`.

## Summing over the spin components

For a fixed component $a$, $\sigma_k\sigma_a\sigma_k$ equals $\sigma_a$ when $k=a$ and $-\sigma_a$ for the other two values of $k$. Therefore $\sum_k\sigma_kX\sigma_k=-X$ (`spin_sandwich`). Taking traces gives $3\,\mathrm{tr}X=-\mathrm{tr}X$, so $\mathrm{tr}X=0$. The same identity gives

$$\sum_k\sigma_kP_-\sigma_k=\frac{3l+X}{2l+1}.$$

Multiplying by $P_+$ requires

$$(l+1+X)(3l+X)=3l(l+1)+(4l+1)X+X^2=4l(l+1)+4lX.$$

The joint space has dimension $2d$, so the trace is $8l(l+1)d$. The factors $\tfrac14(g_S-g_L)^2$ and $1/(2l+1)^2$ complete the result. In `lineStrength_eq`, these steps are `htr`, `hQ` and `hprod`; `module` collects the coefficients of $1$ and $X$, and `ring` finishes the scalar algebra.
